# At the bulk spacing, attraction beyond the nearest neighbours leaves the end atom of a half-infinite chain pushed outward

Cut a crystal in two and hold every atom where it was. The atoms near the cut have lost neighbours, so the forces on them need no longer balance. Which way does each one start to move?

Here the crystal is a half-infinite chain with spacing $a>0$ and a pair potential $\varphi$ that reaches $M\ge 2$ neighbours. Suppose that the bulk energy is stationary at $a$ and that the second and all farther neighbours within reach attract. Then the end atom is pushed outward, the next $M-1$ atoms are pulled inward, and deeper atoms feel no force. For this static one-dimensional pair model, the result gives the signs to expect from the first force evaluation on a cut, unrelaxed crystal in a simulation.

## Positive spacing: vacuum on the left, crystal on the right

Atom $j=0,1,2,\dots$ sits at $ja$. Move atom $j$ to $x$ and keep all others fixed. Its energy is

$$E_j(x)=\sum_{n=1}^{M}\varphi(|x-(j+n)a|)+\sum_{\substack{1\le n\le M\\ n\le j}}\varphi(|x-(j-n)a|),$$

because the $n$-th neighbour on the left exists only for $n\le j$. The force is $F_j=-E_j'(ja)$, and a positive force points into the crystal.

```lean
import Mathlib

open Finset

namespace SurfaceForcesChain

noncomputable section

variable {φ : ℝ → ℝ} {a : ℝ} {M : ℕ}

/-- Energy of atom `j` of the half-infinite chain when it sits at `x` and every other atom `k`
stays at `k * a`, `k = 0, 1, 2, …`. The pair potential `φ` reaches `M` neighbours on each side;
the `n`-th neighbour on the vacuum side exists only if `n ≤ j`. -/
def atomEnergy (φ : ℝ → ℝ) (a : ℝ) (M j : ℕ) (x : ℝ) : ℝ :=
  ∑ n ∈ Icc 1 M, (φ |x - ((j : ℝ) + n) * a| + (if n ≤ j then φ |x - ((j : ℝ) - n) * a| else 0))

/-- Force on atom `j` at its lattice site: minus the derivative of its energy. For `a > 0`, positive
forces point into the crystal and negative ones towards the vacuum. -/
def force (φ : ℝ → ℝ) (a : ℝ) (M j : ℕ) : ℝ :=
  -deriv (atomEnergy φ a M j) (j * a)
```

In the code, `atomEnergy φ a M j` is $E_j$, `force φ a M j` is $F_j$, and `Icc 1 M` is the set $1\le n\le M$. The reach is counted in neighbours and not as a cutoff distance, so the list of partners stays the same while the atom moves.

The infinite chain with spacing $r$ has the energy per atom $e(r)=\sum_{n=1}^{M}\varphi(nr)$. Each atom has two $n$-th neighbours and owns half of each bond, which makes one bond per $n$. In $E_j$, by contrast, every bond counts in full, since all of its energy changes when the atom moves.

```lean
/-- Energy per atom of the infinite chain with spacing `r > 0`, if the pair potential `φ` reaches
`M` neighbours on each side. -/
def bulkEnergy (φ : ℝ → ℝ) (M : ℕ) (r : ℝ) : ℝ :=
  ∑ n ∈ Icc 1 M, φ (n * r)
```

The condition `ha : 0 < a` fixes which partner lies on which side, and it makes $na$ a true distance. Merely requiring $a\neq 0$ would not suffice. For negative $a$ the forces depend on $\varphi$ at the distances $n|a|$, while the other hypotheses speak of $\varphi$ at the negative numbers $na$. A potential that vanishes at all positive distances can then satisfy them and yield no force at all.

## Differentiability at the occupied distances

A single bond exerts a well-defined force only where its energy has a slope. The condition `hd` asks for this at $a,2a,\dots,Ma$ and nowhere else, so a potential that diverges at zero distance is admitted.

Near $x=ja$ the distance to the right partner is $(j+n)a-x$, which shrinks as $x$ grows. The bond energy therefore changes at the rate $-\varphi'(na)$. The distance to the left partner is $x-(j-n)a$, and the rate is $+\varphi'(na)$.

```lean
/-- Moving an atom towards a partner at distance `r > 0` on its right changes the bond energy
at the rate `-φ'(r)`, if `φ` is differentiable at `r`. -/
theorem hasDerivAt_bond_right {x y r : ℝ} (hr : 0 < r) (hxy : y - x = r)
    (h : DifferentiableAt ℝ φ r) :
    HasDerivAt (fun s => φ |s - y|) (-deriv φ r) x := by
  have habs : |x - y| = r := by
    rw [abs_of_neg (by linarith)]
    linarith
  have hφ : HasDerivAt φ (deriv φ r) |x - y| := by
    rw [habs]
    exact h.hasDerivAt
  have hg : HasDerivAt (fun s : ℝ => |s - y|) (-1) x :=
    HasDerivAt.comp_sub_const x y (hasDerivAt_abs_neg (by linarith))
  exact (HasDerivAt.comp (h := fun s : ℝ => |s - y|) x hφ hg).congr_deriv (by ring)

/-- Moving an atom away from a partner at distance `r > 0` on its left changes the bond energy
at the rate `φ'(r)`, if `φ` is differentiable at `r`. -/
theorem hasDerivAt_bond_left {x y r : ℝ} (hr : 0 < r) (hxy : x - y = r)
    (h : DifferentiableAt ℝ φ r) :
    HasDerivAt (fun s => φ |s - y|) (deriv φ r) x := by
  have habs : |x - y| = r := by
    rw [abs_of_pos (by linarith)]
    exact hxy
  have hφ : HasDerivAt φ (deriv φ r) |x - y| := by
    rw [habs]
    exact h.hasDerivAt
  have hg : HasDerivAt (fun s : ℝ => |s - y|) 1 x :=
    HasDerivAt.comp_sub_const x y (hasDerivAt_abs_pos (by linarith))
  exact (HasDerivAt.comp (h := fun s : ℝ => |s - y|) x hφ hg).congr_deriv (by ring)
```

Both lemmas first resolve the absolute value by its sign and then apply the chain rule. Adding the bonds of atom $j$ gives

$$E_j'(ja)=-\sum_{n=1}^{M}\varphi'(na)+\sum_{\substack{1\le n\le M\\ n\le j}}\varphi'(na)=-\sum_{j<n\le M}\varphi'(na),$$

and hence

$$F_j=\sum_{j<n\le M}\varphi'(na).$$

Only the bonds whose mirror image was cut away remain.

```lean
/-- For `a > 0` and `φ` differentiable at the neighbour distances, the force on atom `j` is the
sum of `φ'(n a)` over `j < n ≤ M`, the bonds that have no counterpart on the vacuum side. -/
theorem force_eq (ha : 0 < a) (hd : ∀ n ∈ Icc 1 M, DifferentiableAt ℝ φ (n * a)) (j : ℕ) :
    force φ a M j = ∑ n ∈ Ioc j M, deriv φ (n * a) := by
  -- the two n-th neighbours cancel unless the left one is missing
  have key : ∀ n ∈ Icc 1 M, HasDerivAt
      (fun x : ℝ => φ |x - ((j : ℝ) + n) * a| +
        (if n ≤ j then φ |x - ((j : ℝ) - n) * a| else 0))
      (-(if j < n then deriv φ (n * a) else 0)) (j * a) := by
    intro n hn
    have hn1 : 0 < n := (mem_Icc.mp hn).1
    have hr : 0 < (n : ℝ) * a := mul_pos (by exact_mod_cast hn1) ha
    have hR := hasDerivAt_bond_right (x := (j : ℝ) * a) (y := ((j : ℝ) + n) * a)
      hr (by ring) (hd n hn)
    by_cases h : n ≤ j
    · have hL := hasDerivAt_bond_left (x := (j : ℝ) * a) (y := ((j : ℝ) - n) * a)
        hr (by ring) (hd n hn)
      simp only [if_pos h, if_neg (not_lt.mpr h)]
      exact (hR.fun_add hL).congr_deriv (by ring)
    · simp only [if_neg h, if_pos (not_le.mp h), add_zero]
      exact hR
  have hset : (Icc 1 M).filter (fun n => j < n) = Ioc j M := by
    ext n
    simp only [mem_filter, mem_Icc, mem_Ioc]
    omega
  have hE : HasDerivAt (atomEnergy φ a M j) (-∑ n ∈ Ioc j M, deriv φ (n * a)) (j * a) :=
    (HasDerivAt.fun_sum key).congr_deriv (by
      rw [sum_neg_distrib, ← sum_filter, hset])
  rw [force, hE.deriv, neg_neg]
```

The step `key` carries out this cancellation for each $n$, with the cases $n\le j$ and $n>j$ treated separately. Then `hset` identifies the surviving indices with `Ioc j M`, the set $j<n\le M$.

For this formula, differentiability at $2a$ alone is not enough when $M=2$. If $\varphi$ has a kink at $a$ and $\varphi'(2a)\ne0$, Lean's `deriv` returns 0 where there is no derivative, so the left side for $j=0$ is 0 and the right side is $\varphi'(2a)$. In the main theorem, however, `hd` follows from the other assumptions: a positive `deriv` implies differentiability for $n\ge2$, and subtracting those terms from the differentiable bulk energy leaves $\varphi$ differentiable at $a$. Stating it there simply keeps the physical requirement visible.

## Bulk equilibrium: the surface forces add up to zero

The spacing $a$ is an equilibrium spacing of the infinite chain if a uniform stretch costs no energy to first order. By the chain rule this means

$$e'(a)=\sum_{n=1}^{M}n\,\varphi'(na)=0.$$

```lean
/-- If `φ` is differentiable at the neighbour distances, the bulk energy per atom has the
derivative `∑ n φ'(n a)` with respect to the spacing. -/
theorem hasDerivAt_bulkEnergy (hd : ∀ n ∈ Icc 1 M, DifferentiableAt ℝ φ (n * a)) :
    HasDerivAt (bulkEnergy φ M) (∑ n ∈ Icc 1 M, (n : ℝ) * deriv φ (n * a)) a := by
  refine HasDerivAt.fun_sum fun n hn => ?_
  have hl : HasDerivAt (fun r : ℝ => (n : ℝ) * r) n a := by
    simpa using (hasDerivAt_id' a).const_mul (n : ℝ)
  exact (HasDerivAt.comp (h := fun r : ℝ => (n : ℝ) * r) a (hd n hn).hasDerivAt hl).congr_deriv
    (mul_comm _ _)
```

The same sum appears at the surface. Add the forces on the first $M$ atoms and exchange the order of summation. For fixed $n$, the term $\varphi'(na)$ occurs in $F_j$ exactly for $j=0,\dots,n-1$, which is $n$ times:

$$\sum_{j=0}^{M-1}F_j=\sum_{j=0}^{M-1}\ \sum_{j<n\le M}\varphi'(na)=\sum_{n=1}^{M}n\,\varphi'(na)=e'(a).$$

```lean
/-- For `a > 0` and `φ` differentiable at the neighbour distances, the total force on the first
`M` atoms equals the derivative of the bulk energy per atom with respect to the spacing. -/
theorem total_force (ha : 0 < a) (hd : ∀ n ∈ Icc 1 M, DifferentiableAt ℝ φ (n * a)) :
    HasDerivAt (bulkEnergy φ M) (∑ j ∈ range M, force φ a M j) a := by
  refine (hasDerivAt_bulkEnergy hd).congr_deriv ?_
  simp only [force_eq ha hd]
  -- the distance n a is counted once for each of the atoms 0, …, n - 1
  rw [sum_comm' (s' := fun n => range n) (t' := Icc 1 M) (by
    intro j n
    simp only [mem_range, mem_Ioc, mem_Icc]
    omega)]
  simp only [sum_const, card_range, nsmul_eq_mul]
```

The rewrite with `sum_comm'` is the exchange of sums, and `card_range` supplies the factor $n$. The theorem says that the total force is the derivative of `bulkEnergy φ M` at $a$.

It is wrong to read bulk equilibrium as "no force on an atom deep inside". That force vanishes at every spacing, because opposite bonds cancel, and so it says nothing about $a$. The condition used here concerns the energy under a uniform stretch. It is written `heq : HasDerivAt (bulkEnergy φ M) 0 a` and asks for a stationary point, not necessarily a minimum.

Without equilibrium the end atom may be pulled inward. For $\varphi(r)=r$ all neighbours attract, $e'(a)=M(M+1)/2$ is positive, and $F_0=M$.

## Attraction from the second neighbour on

The condition `hatt` says that $\varphi'(na)>0$ for $2\le n\le M$: the energy of these bonds rises with distance, so they pull. Nothing is assumed about the sign of $\varphi'(a)$. Equilibrium then makes it negative, which means that the nearest neighbours are pressed together by the pull of the farther ones.

For $1\le j<M$, every term of $F_j=\sum_{j<n\le M}\varphi'(na)$ has $n\ge2$, and the term $n=M$ is present. Thus $F_j>0$. Since the first $M$ forces add up to zero,

$$F_0=-\sum_{j=1}^{M-1}F_j<0.$$

For $j\ge M$ the sum for $F_j$ is empty, and $F_j=0$.

```lean
/-- Let the spacing `a > 0` make the bulk energy stationary, let `φ` reach `M ≥ 2` neighbours and
be differentiable at their distances, with `φ'(n a) > 0` for `2 ≤ n ≤ M`. Then the end atom is
pushed outward, atoms `1, …, M - 1` are pulled inward, and deeper atoms feel no force. -/
theorem surface_forces (ha : 0 < a) (hM : 2 ≤ M)
    (hd : ∀ n ∈ Icc 1 M, DifferentiableAt ℝ φ (n * a))
    (heq : HasDerivAt (bulkEnergy φ M) 0 a)
    (hatt : ∀ n ∈ Icc 2 M, 0 < deriv φ (n * a)) :
    force φ a M 0 < 0 ∧ (∀ j, 1 ≤ j → j < M → 0 < force φ a M j) ∧
      ∀ j, M ≤ j → force φ a M j = 0 := by
  have hin : ∀ j, 1 ≤ j → j < M → 0 < force φ a M j := by
    intro j h1 hj
    rw [force_eq ha hd]
    refine sum_pos (fun n hn => hatt n ?_) ⟨M, mem_Ioc.mpr ⟨hj, le_rfl⟩⟩
    have := mem_Ioc.mp hn
    exact mem_Icc.mpr ⟨by omega, this.2⟩
  refine ⟨?_, hin, fun j hj => ?_⟩
  · -- the forces balance, so the end atom carries the opposite of all inward forces
    have hsum := (total_force ha hd).unique heq
    obtain ⟨m, rfl⟩ : ∃ m, M = m + 1 := ⟨M - 1, by omega⟩
    rw [sum_range_succ'] at hsum
    have hpos : 0 < ∑ i ∈ range m, force φ a (m + 1) (i + 1) := by
      refine sum_pos (fun i hi => hin (i + 1) (by omega) ?_) ⟨0, mem_range.mpr (by omega)⟩
      have := mem_range.mp hi
      omega
    linarith
  · rw [force_eq ha hd, Ioc_eq_empty_of_le hj, sum_empty]
```

The three parts of the conclusion are the outward force on atom 0, the inward forces on atoms $1,\dots,M-1$, and the vanishing forces from atom $M$ on. In the proof, `hin` is the positivity argument. The call to `unique` compares `total_force` with `heq`, two derivatives of one function at one point, and so gives the zero total. Then `sum_range_succ'` splits off atom 0, and `linarith` reads off its sign.

Weakening `hatt` to $\varphi'(na)\ge0$ would not do: if all these slopes vanish, equilibrium forces $\varphi'(a)=0$ as well, and no atom feels a force. With the opposite sign, $\varphi'(na)<0$ for $2\le n\le M$, the same argument applied to $-\varphi$ reverses the picture: the end atom is pulled inward and atoms $1,\dots,M-1$ are pushed outward.

The theorem concerns forces at the unrelaxed sites. It does not say where the atoms come to rest, and it leaves out many-body interactions, temperature and the geometry of a real surface.

## At least two neighbour shells

The condition `hM : 2 ≤ M` ensures that atom 1 feels an inward force for the end atom to balance. In the proof it makes the sum in `hpos` nonempty.

With $M=1$, equilibrium reads $\varphi'(a)=0$. The only bond of the end atom then exerts no force, and for every other atom the two bonds cancel. The cut chain stays at rest.

```lean
/-- With nearest neighbours only, `φ` differentiable at `a > 0` and the bulk energy stationary
at `a`, no atom of the half-infinite chain feels a force. -/
theorem nearest_neighbour_no_force (ha : 0 < a) (h : DifferentiableAt ℝ φ a)
    (heq : HasDerivAt (bulkEnergy φ 1) 0 a) (j : ℕ) : force φ a 1 j = 0 := by
  have hd : ∀ n ∈ Icc 1 1, DifferentiableAt ℝ φ ((n : ℕ) * a) := by
    intro n hn
    obtain rfl : n = 1 := by
      have := mem_Icc.mp hn
      omega
    simpa using h
  rcases Nat.eq_zero_or_pos j with rfl | hj
  · have hsum := (total_force ha hd).unique heq
    rwa [sum_range_one] at hsum
  · rw [force_eq ha hd, Ioc_eq_empty_of_le hj, sum_empty]
```

For $j=0$ the proof uses `total_force` with its single term, and for $j\ge1$ the empty sum in `force_eq`.

## A Lennard-Jones chain with forces −189 and 189

A potential of Lennard-Jones form satisfies every condition with $a=1$ and $M=2$. Lengths are measured in units of the spacing and energies in an arbitrary unit. This is what "reduced units" means in the code below, not the customary choice $\sigma=\varepsilon=1$. The potential and its slope are

$$\varphi(r)=\frac{2080}{r^{12}}-\frac{4097}{r^{6}},\qquad \varphi'(r)=-\frac{24960}{r^{13}}+\frac{24582}{r^{7}}.$$

```lean
/-- A Lennard-Jones potential in reduced units, for distances `r ≠ 0`. -/
def lennardJones (r : ℝ) : ℝ := 2080 / r ^ 12 - 4097 / r ^ 6

/-- The derivative of this Lennard-Jones potential at a distance `r ≠ 0`. -/
theorem hasDerivAt_lennardJones {r : ℝ} (hr : r ≠ 0) :
    HasDerivAt lennardJones (-24960 / r ^ 13 + 24582 / r ^ 7) r := by
  have h12 : HasDerivAt (fun s : ℝ => s ^ 12) (12 * r ^ 11) r := by
    simpa using hasDerivAt_pow 12 r
  have h6 : HasDerivAt (fun s : ℝ => s ^ 6) (6 * r ^ 5) r := by
    simpa using hasDerivAt_pow 6 r
  refine (((hasDerivAt_const r (2080 : ℝ)).fun_div h12 (pow_ne_zero 12 hr)).fun_sub
    ((hasDerivAt_const r (4097 : ℝ)).fun_div h6 (pow_ne_zero 6 hr))).congr_deriv ?_
  field_simp
  ring
```

The slopes are $\varphi'(1)=-378$ and $\varphi'(2)=189$. Nearest neighbours repel, second neighbours attract, and $e'(1)=-378+2\cdot189=0$. The forces are

$$F_0=-378+189=-189,\qquad F_1=189.$$

```lean
/-- The Lennard-Jones chain with spacing `1` and two neighbour shells meets the hypotheses of
`surface_forces`; its first two atoms feel the forces `-189` and `189`. -/
theorem surface_forces_witness :
    (∀ n ∈ Icc 1 2, DifferentiableAt ℝ lennardJones ((n : ℕ) * 1)) ∧
    HasDerivAt (bulkEnergy lennardJones 2) 0 1 ∧
    (∀ n ∈ Icc 2 2, 0 < deriv lennardJones ((n : ℕ) * 1)) ∧
    force lennardJones 1 2 0 = -189 ∧ force lennardJones 1 2 1 = 189 := by
  have d1 : deriv lennardJones 1 = -378 := by
    rw [(hasDerivAt_lennardJones one_ne_zero).deriv]
    norm_num
  have d2 : deriv lennardJones 2 = 189 := by
    rw [(hasDerivAt_lennardJones two_ne_zero).deriv]
    norm_num
  have hd : ∀ n ∈ Icc 1 2, DifferentiableAt ℝ lennardJones ((n : ℕ) * 1) := by
    intro n hn
    have h1 := (mem_Icc.mp hn).1
    have h0 : (n : ℝ) ≠ 0 := Nat.cast_ne_zero.mpr (by omega)
    exact (hasDerivAt_lennardJones (mul_ne_zero h0 one_ne_zero)).differentiableAt
  refine ⟨hd, (hasDerivAt_bulkEnergy hd).congr_deriv ?_, ?_, ?_, ?_⟩
  · rw [show Icc 1 2 = ({1, 2} : Finset ℕ) by decide, sum_pair (by decide)]
    norm_num [d1, d2]
  · intro n hn
    obtain rfl : n = 2 := by
      have := mem_Icc.mp hn
      omega
    norm_num [d2]
  · rw [force_eq one_pos hd, show Ioc 0 2 = ({1, 2} : Finset ℕ) by decide, sum_pair (by decide)]
    norm_num [d1, d2]
  · rw [force_eq one_pos hd, show Ioc 1 2 = ({2} : Finset ℕ) by decide, sum_singleton]
    norm_num [d2]

end

end SurfaceForcesChain
```

The proof computes the two slopes as `d1` and `d2`, then evaluates the sums from `hasDerivAt_bulkEnergy` and `force_eq` over their one or two terms.

```lean
#print axioms SurfaceForcesChain.surface_forces
#print axioms SurfaceForcesChain.nearest_neighbour_no_force
```

```
'SurfaceForcesChain.surface_forces' depends on axioms: [propext, Classical.choice, Quot.sound]
'SurfaceForcesChain.nearest_neighbour_no_force' depends on axioms: [propext, Classical.choice, Quot.sound]
```
